# Hubbard operators and the cubic identity of the Hubbard atom

## Definitions and conventions

Scalars lie in a commutative ring `R` and operators in a ring `A` that is an `R`-algebra, with no assumption on dimension. The model is a single site with two fermionic modes; the Hubbard model proper also has a lattice and hopping, which are absent.

```lean
import Mathlib

open Polynomial

namespace HubbardAtom

noncomputable section

variable {R A : Type*} [CommRing R] [Ring A] [Algebra R A]
```

The commutator is \([x,y]=xy-yx\), and \(H\) always stands on the right, so an operator that lowers the energy by \(\omega\) obeys \([x,H]=\omega x\).

```lean
/-- The commutator `[x, y] = x y - y x`. -/
def commut (x y : A) : A := x * y - y * x
```

One fact needs no adjoint. If \(HP=cP\), then \(H^{k+1}P=H^k(cP)=c^{k+1}P\) by induction (`pw`), and summing monomials gives \(p(H)P=p(c)P\) for every polynomial \(p\). Here `aeval H p` is \(p(H)\) and `p.eval c` is \(p(c)\).

```lean
/-- If `H P = c P`, then `p(H) P = p(c) P` for every polynomial `p`. -/
theorem aeval_mul_of_eigen {H P : A} {c : R} (h : H * P = c • P) (p : R[X]) :
    aeval H p * P = p.eval c • P := by
  have pw : ∀ k : ℕ, H ^ k * P = c ^ k • P := by
    intro k
    induction k with
    | zero => simp
    | succ k ih => rw [pow_succ, mul_assoc, h, mul_smul_comm, ih, smul_smul, ← pow_succ']
  refine Polynomial.induction_on' p ?_ ?_
  · intro p q hp hq
    rw [map_add, Polynomial.eval_add, add_mul, add_smul, hp, hq]
  · intro n a
    rw [Polynomial.aeval_monomial, Polynomial.eval_monomial, mul_assoc, pw,
      ← Algebra.smul_def, smul_smul]
```

The adjoint \(a^\dagger\) is `star a`, an additive involution that reverses products. A mode satisfies \(a^2=0\) and \(aa^\dagger+a^\dagger a=1\). The annihilators \(u=a_\uparrow\) and \(d=a_\downarrow\) are modes with \(\{u,d\}=0\) and \(\{u,d^\dagger\}=0\). These relations are hypotheses, bundled in `TwoModeCAR u d`.

```lean
variable [StarRing A]

/-- A fermionic annihilation operator `a`: `a a = 0` and `a a† + a† a = 1`. -/
structure IsMode (a : A) : Prop where
  sq : a * a = 0
  anti : a * star a + star a * a = 1

/-- Canonical anticommutation relations for a spin-up mode `u` and a spin-down mode `d`:
both are fermionic modes, `u d + d u = 0` and `u d† + d† u = 0`. -/
structure TwoModeCAR (u d : A) : Prop where
  up : IsMode u
  dn : IsMode d
  ud : u * d + d * u = 0
  udag : u * star d + star d * u = 0
```

With \(n=a^\dagger a\), level energy \(e\) and on-site interaction \(U\),
\[ H=e(n_u+n_d)+U n_u n_d . \]
The scalars \(e,U\) are arbitrary. They need not be real, the star is not tied to the scalars, and \(H\) is not claimed to be self-adjoint.

```lean
/-- The number operator `n = a† a`. -/
def num (a : A) : A := star a * a

/-- The Hubbard-atom Hamiltonian `H = e (n_u + n_d) + U n_u n_d`. -/
def hubbard (e U : R) (u d : A) : A := e • (num u + num d) + U • (num u * num d)
```

The empty, singly and doubly occupied operators are
\[ P_0=(1-n_u)(1-n_d),\quad P_1=n_u(1-n_d)+(1-n_u)n_d,\quad P_2=n_un_d . \]

```lean
/-- The empty-site operator `(1 - n_u)(1 - n_d)`. -/
def emptyProj (u d : A) : A := (1 - num u) * (1 - num d)

/-- The single-occupancy operator `n_u (1 - n_d) + (1 - n_u) n_d`. -/
def singleProj (u d : A) : A := num u * (1 - num d) + (1 - num u) * num d

/-- The double-occupancy operator `n_u n_d`. -/
def doubleProj (u d : A) : A := num u * num d
```

## One mode and two modes

Substituting \(aa^\dagger=1-a^\dagger a\) (`h1`) gives \(an=(aa^\dagger)a=a-a^\dagger a^2=a\). Also \(na=a^\dagger a^2=0\) and \(n^2=a^\dagger(an)=a^\dagger a=n\).

```lean
/-- For a fermionic mode, `a n = a`, `n a = 0` and `n n = n`. -/
theorem mode_relations {a : A} (h : IsMode a) :
    a * num a = a ∧ num a * a = 0 ∧ num a * num a = num a := by
  have h1 : a * star a = 1 - star a * a := eq_sub_of_add_eq h.anti
  have h2 : a * (star a * a) = a := by
    calc a * (star a * a) = (a * star a) * a := (mul_assoc _ _ _).symm
      _ = a - star a * (a * a) := by rw [h1]; noncomm_ring
      _ = a := by rw [h.sq]; simp
  unfold num
  refine ⟨h2, ?_, ?_⟩
  · rw [mul_assoc, h.sq, mul_zero]
  · rw [mul_assoc, h2]
```

Moving \(u\) past \(d^\dagger\) and then past \(d\) costs two signs:
\[ u\,d^\dagger d=-d^\dagger u\,d=d^\dagger d\,u . \]
This is `hc`. Since \(n_d^\dagger=n_d\) (`hn`), the adjoint of \(un_d=n_du\) is \(n_du^\dagger=u^\dagger n_d\). Thus \(n_d\) commutes with \(u^\dagger\) and \(u\), and so with \(n_u=u^\dagger u\).

```lean
/-- The operators `a_u` and `n_u` both commute with `n_d`. -/
theorem commute_num {u d : A} (h : TwoModeCAR u d) :
    Commute u (num d) ∧ Commute (num u) (num d) := by
  have h1 : u * star d = -(star d * u) := eq_neg_of_add_eq_zero_left h.udag
  have h2 : u * d = -(d * u) := eq_neg_of_add_eq_zero_left h.ud
  -- two anticommutations give one commutation
  have hc : u * num d = num d * u := by
    unfold num
    calc u * (star d * d) = (u * star d) * d := (mul_assoc _ _ _).symm
      _ = -(star d * (u * d)) := by rw [h1]; noncomm_ring
      _ = star d * d * u := by rw [h2]; noncomm_ring
  -- the adjoint relation, using that `n_d` is self-adjoint
  have hn : star (num d) = num d := by simp [num, star_mul]
  have hs : star (u * num d) = star (num d * u) := congrArg star hc
  rw [star_mul, star_mul, hn] at hs
  have c1 : Commute (num d) (star u) := hs
  have c2 : Commute (num d) u := hc.symm
  exact ⟨hc, (c1.mul_right c2).symm⟩
```

## Equations of motion

From \(un_u=u\) one has \(uH=e(u+un_d)+Uun_d\), which is `hL`. From \(n_uu=0\) and \(n_un_du=n_uun_d=0\) one has \(Hu=e\,n_du=e\,un_d\), which is `hR`. The difference, collected by `module`, is
\[ [u,H]=e\,u+U\,un_d . \]

```lean
/-- Equation of motion of the spin-up annihilator: `[a_u, H] = e a_u + U a_u n_d`. -/
theorem commut_up {u d : A} (h : TwoModeCAR u d) (e U : R) :
    commut u (hubbard e U u d) = e • u + U • (u * num d) := by
  obtain ⟨h1, h2, -⟩ := mode_relations h.up
  have hc : u * num d = num d * u := (commute_num h).1.eq
  have hL : u * hubbard e U u d = e • (u + u * num d) + U • (u * num d) := by
    simp only [hubbard, mul_add, mul_smul_comm, ← mul_assoc, h1]
  have hnm : num u * num d * u = 0 := by
    rw [mul_assoc, ← hc, ← mul_assoc, h2, zero_mul]
  have hR : hubbard e U u d * u = e • (u * num d) := by
    simp only [hubbard, add_mul, smul_mul_assoc, hnm, h2, ← hc, zero_add, smul_zero, add_zero]
  rw [commut, hL, hR]
  module
```

The operator \(n_d\) commutes with \(n_u\) and with itself, hence with \(H\). Therefore \([un_d,H]=un_dH-Hun_d=[u,H]\,n_d\), which is `key`, and \(n_d^2=n_d\) gives
\[ [un_d,H]=e\,un_d+U\,un_d=(e+U)\,un_d . \]

```lean
/-- Upper Hubbard operator: `[a_u n_d, H] = (e + U) a_u n_d`. -/
theorem commut_upper {u d : A} (h : TwoModeCAR u d) (e U : R) :
    commut (u * num d) (hubbard e U u d) = (e + U) • (u * num d) := by
  obtain ⟨-, -, hmm⟩ := mode_relations h.dn
  have hnm := (commute_num h).2.symm
  -- `n_d` is conserved
  have hc : Commute (num d) (hubbard e U u d) :=
    ((hnm.add_right (Commute.refl _)).smul_right e).add_right
      ((hnm.mul_right (Commute.refl _)).smul_right U)
  have key : commut (u * num d) (hubbard e U u d) = commut u (hubbard e U u d) * num d := by
    unfold commut
    rw [mul_assoc u (num d) (hubbard e U u d), hc.eq]
    noncomm_ring
  rw [key, commut_up h]
  simp only [add_mul, smul_mul_assoc, mul_assoc, hmm]
  module
```

Subtracting this from the equation of motion,
\[ [u(1-n_d),H]=e\,u+U\,un_d-(e+U)\,un_d=e\,u(1-n_d). \]
Removing the up electron lowers the energy by \(e\) when the down mode is empty and by \(e+U\) when it is filled.

```lean
/-- Lower Hubbard operator: `[a_u (1 - n_d), H] = e a_u (1 - n_d)`. -/
theorem commut_lower {u d : A} (h : TwoModeCAR u d) (e U : R) :
    commut (u * (1 - num d)) (hubbard e U u d) = e • (u * (1 - num d)) := by
  have key : commut (u * (1 - num d)) (hubbard e U u d)
      = commut u (hubbard e U u d) - commut (u * num d) (hubbard e U u d) := by
    unfold commut
    noncomm_ring
  rw [key, commut_up h, commut_upper h, mul_sub, mul_one]
  module
```

The relation \(\{u,d^\dagger\}=0\) matters here. For \(u=d=a\), a single mode used twice, \(H=(2e+U)n\) and \(un_d=a\), so \([un_d,H]=(2e+U)a\), which differs from \((e+U)a\) for real \(e\neq0\) and \(a\neq0\).

Since \(u=u(1-n_d)+un_d\) and the commutator is linear in its first slot (`lin`), each further commutation multiplies the two parts by \(e\) and \(e+U\). Induction on \(k\) gives
\[ [\dots[u,H],\dots,H]=e^k\,u(1-n_d)+(e+U)^k\,un_d \]
for the \(k\)-fold commutator, written `(fun x => commut x (hubbard e U u d))^[k] u`.

```lean
/-- The `k`-fold nested commutator `[...[a_u, H], ..., H]` equals
`e^k a_u (1 - n_d) + (e + U)^k a_u n_d`. -/
theorem nested_commut {u d : A} (h : TwoModeCAR u d) (e U : R) (k : ℕ) :
    (fun x => commut x (hubbard e U u d))^[k] u
      = e ^ k • (u * (1 - num d)) + (e + U) ^ k • (u * num d) := by
  have lin : ∀ (a b : R) (x y H : A),
      commut (a • x + b • y) H = a • commut x H + b • commut y H := by
    intro a b x y H
    simp only [commut, add_mul, mul_add, smul_mul_assoc, mul_smul_comm]
    module
  induction k with
  | zero =>
    simp only [Function.iterate_zero, id_eq, pow_zero, one_smul]
    noncomm_ring
  | succ k ih =>
    rw [Function.iterate_succ_apply', ih]
    simp only [lin, commut_lower h e U, commut_upper h e U, smul_smul, pow_succ]
```

## Occupation sectors and the cubic identity

The number operators are commuting idempotents, so \(n_u(1-n_u)=n_d(1-n_d)=0\). Hence \(n_uP_0=n_dP_0=0\) and \(HP_0=0\). Next \(n_uP_1=n_u(1-n_d)\) and \(n_dP_1=(1-n_u)n_d\), so \((n_u+n_d)P_1=P_1\) and \(n_un_dP_1=0\), which gives \(HP_1=eP_1\). Then \(n_uP_2=n_dP_2=P_2\) gives \(HP_2=(2e+U)P_2\). Finally \(P_0+P_1+P_2=(1-n_d)+n_d=1\). For the three eigenvalue relations Lean expands the products, reduces each word in \(n_u,n_d\) to \(n_u\), \(n_d\) or \(n_un_d\) with `hnn'`, `hmn'` and their relatives, and compares coefficients.

```lean
/-- The empty, singly and doubly occupied operators satisfy `H P₀ = 0`, `H P₁ = e P₁`,
`H P₂ = (2e + U) P₂` and `P₀ + P₁ + P₂ = 1`. -/
theorem occupation_sectors {u d : A} (h : TwoModeCAR u d) (e U : R) :
    hubbard e U u d * emptyProj u d = 0 ∧
    hubbard e U u d * singleProj u d = e • singleProj u d ∧
    hubbard e U u d * doubleProj u d = (2 * e + U) • doubleProj u d ∧
    emptyProj u d + singleProj u d + doubleProj u d = 1 := by
  obtain ⟨-, -, hnn⟩ := mode_relations h.up
  obtain ⟨-, -, hmm⟩ := mode_relations h.dn
  have hmn : num d * num u = num u * num d := (commute_num h).2.symm.eq
  -- rules that reduce every word in `n_u`, `n_d` to `n_u`, `n_d` or `n_u n_d`
  have hnn' : ∀ x : A, num u * (num u * x) = num u * x := fun x => by
    rw [← mul_assoc, hnn]
  have hmn' : ∀ x : A, num d * (num u * x) = num u * (num d * x) := fun x => by
    rw [← mul_assoc, hmn, mul_assoc]
  refine ⟨?_, ?_, ?_, ?_⟩
  · simp only [hubbard, emptyProj, add_mul, mul_sub, sub_mul, smul_mul_assoc,
      mul_one, one_mul, mul_assoc, hnn, hmm, hmn, hnn', hmn']
    module
  · simp only [hubbard, singleProj, mul_add, add_mul, mul_sub, sub_mul, smul_mul_assoc,
      mul_one, one_mul, mul_assoc, hnn, hmm, hmn, hnn', hmn']
    module
  · simp only [hubbard, doubleProj, add_mul, smul_mul_assoc,
      mul_assoc, hmm, hnn', hmn']
    module
  · unfold emptyProj singleProj doubleProj
    noncomm_ring
```

Writing \(p(H)=p(H)(P_0+P_1+P_2)\) and applying `aeval_mul_of_eigen` to each term gives
\[ p(H)=p(0)P_0+p(e)P_1+p(2e+U)P_2 . \]

```lean
/-- For every polynomial `p`, `p(H) = p(0) P₀ + p(e) P₁ + p(2e + U) P₂`. -/
theorem aeval_hubbard {u d : A} (h : TwoModeCAR u d) (e U : R) (p : R[X]) :
    aeval (hubbard e U u d) p
      = p.eval 0 • emptyProj u d + p.eval e • singleProj u d
        + p.eval (2 * e + U) • doubleProj u d := by
  obtain ⟨h0, h1, h2, hs⟩ := occupation_sectors h e U
  have h0' : hubbard e U u d * emptyProj u d = (0 : R) • emptyProj u d := by
    rw [h0, zero_smul]
  calc aeval (hubbard e U u d) p
      = aeval (hubbard e U u d) p * (emptyProj u d + singleProj u d + doubleProj u d) := by
        rw [hs, mul_one]
    _ = _ := by
        rw [mul_add, mul_add, aeval_mul_of_eigen h0', aeval_mul_of_eigen h1,
          aeval_mul_of_eigen h2]
```

The polynomial \(X(X-e)(X-2e-U)\) vanishes at \(0\), \(e\) and \(2e+U\), so
\[ H(H-e)(H-2e-U)=0 , \]
where `algebraMap R A e` is \(e\) times the identity.

```lean
/-- The Hubbard-atom Hamiltonian satisfies `H (H - e) (H - 2e - U) = 0`. -/
theorem hubbard_cubic {u d : A} (h : TwoModeCAR u d) (e U : R) :
    hubbard e U u d * (hubbard e U u d - algebraMap R A e)
      * (hubbard e U u d - algebraMap R A (2 * e + U)) = 0 := by
  -- the cubic vanishes at `0`, `e` and `2e + U`
  have key := aeval_hubbard h e U (X * (X - C e) * (X - C (2 * e + U)))
  simp only [map_mul, map_sub, aeval_X, aeval_C, eval_mul, eval_sub, eval_X, eval_C,
    sub_self, mul_zero, zero_mul, zero_smul, add_zero] at key
  exact key
```

## A matrix realisation

Take the basis \(|0\rangle,\ u^\dagger|0\rangle,\ d^\dagger|0\rangle,\ u^\dagger d^\dagger|0\rangle\), with `star` the transpose of a real matrix. The entry \(-1\) comes from \(d\,u^\dagger d^\dagger|0\rangle=-u^\dagger|0\rangle\).

```lean
/-- Matrix of the spin-up annihilator in the basis empty, up, down, doubly occupied. -/
def upMat : Matrix (Fin 4) (Fin 4) ℝ :=
  !![0, 1, 0, 0; 0, 0, 0, 0; 0, 0, 0, 1; 0, 0, 0, 0]

/-- Matrix of the spin-down annihilator in the basis empty, up, down, doubly occupied. -/
def dnMat : Matrix (Fin 4) (Fin 4) ℝ :=
  !![0, 0, 1, 0; 0, 0, 0, -1; 0, 0, 0, 0; 0, 0, 0, 0]
```

Entrywise checks `h1` to `h6` are the six relations. Then \(n_u=\mathrm{diag}(0,1,0,1)\) and \(n_d=\mathrm{diag}(0,0,1,1)\) give \(H=\mathrm{diag}(0,e,e,2e+U)\).

```lean
/-- The matrices `upMat`, `dnMat` obey the anticommutation relations, and their Hubbard
Hamiltonian is the diagonal matrix with entries `0, e, e, 2e + U`. -/
theorem twoModeCAR_witness (e U : ℝ) :
    TwoModeCAR upMat dnMat ∧
    hubbard e U upMat dnMat
      = !![0, 0, 0, 0; 0, e, 0, 0; 0, 0, e, 0; 0, 0, 0, 2 * e + U] := by
  have su : star upMat = !![0, 0, 0, 0; 1, 0, 0, 0; 0, 0, 0, 0; 0, 0, 1, 0] := by
    ext i j
    fin_cases i <;> fin_cases j <;> simp [upMat, Matrix.star_apply]
  have sd : star dnMat = !![0, 0, 0, 0; 0, 0, 0, 0; 1, 0, 0, 0; 0, -1, 0, 0] := by
    ext i j
    fin_cases i <;> fin_cases j <;> simp [dnMat, Matrix.star_apply]
  have h1 : upMat * upMat = 0 := by
    ext i j
    fin_cases i <;> fin_cases j <;> simp [upMat, Matrix.mul_apply, Fin.sum_univ_four]
  have h2 : upMat * star upMat + star upMat * upMat = 1 := by
    rw [su]
    ext i j
    simp only [Matrix.add_apply, Matrix.mul_apply, Matrix.one_apply]
    fin_cases i <;> fin_cases j <;> simp [upMat, Fin.sum_univ_four]
  have h3 : dnMat * dnMat = 0 := by
    ext i j
    fin_cases i <;> fin_cases j <;> simp [dnMat, Matrix.mul_apply, Fin.sum_univ_four]
  have h4 : dnMat * star dnMat + star dnMat * dnMat = 1 := by
    rw [sd]
    ext i j
    simp only [Matrix.add_apply, Matrix.mul_apply, Matrix.one_apply]
    fin_cases i <;> fin_cases j <;> simp [dnMat, Fin.sum_univ_four]
  have h5 : upMat * dnMat + dnMat * upMat = 0 := by
    ext i j
    simp only [Matrix.add_apply, Matrix.mul_apply]
    fin_cases i <;> fin_cases j <;> simp [upMat, dnMat, Fin.sum_univ_four]
  have h6 : upMat * star dnMat + star dnMat * upMat = 0 := by
    rw [sd]
    ext i j
    simp only [Matrix.add_apply, Matrix.mul_apply]
    fin_cases i <;> fin_cases j <;> simp [upMat, Fin.sum_univ_four]
  have nu : num upMat = !![0, 0, 0, 0; 0, 1, 0, 0; 0, 0, 0, 0; 0, 0, 0, 1] := by
    show star upMat * upMat = _
    rw [su]
    ext i j
    fin_cases i <;> fin_cases j <;> simp [upMat, Matrix.mul_apply, Fin.sum_univ_four]
  have nd : num dnMat = !![0, 0, 0, 0; 0, 0, 0, 0; 0, 0, 1, 0; 0, 0, 0, 1] := by
    show star dnMat * dnMat = _
    rw [sd]
    ext i j
    fin_cases i <;> fin_cases j <;> simp [dnMat, Matrix.mul_apply, Fin.sum_univ_four]
  refine ⟨⟨⟨h1, h2⟩, ⟨h3, h4⟩, h5, h6⟩, ?_⟩
  show e • (num upMat + num dnMat) + U • (num upMat * num dnMat) = _
  rw [nu, nd]
  ext i j
  simp only [Matrix.add_apply, Matrix.smul_apply, Matrix.mul_apply]
  fin_cases i <;> fin_cases j <;> simp [Fin.sum_univ_four] <;> ring

end

end HubbardAtom
```

```lean
#print axioms HubbardAtom.nested_commut
-- 'HubbardAtom.nested_commut' depends on axioms: [propext, Quot.sound]
#print axioms HubbardAtom.hubbard_cubic
-- 'HubbardAtom.hubbard_cubic' depends on axioms: [propext, Classical.choice, Quot.sound]
```

## Scope

For this single site without hopping, magnetic field or separate chemical potential, the result is the operator algebra of the atomic limit of the Hubbard and Anderson impurity models. The commutator theorems are stated for the spin-up operators \(u\), \(un_d\) and \(u(1-n_d)\) and concern commutators with \(H\) itself. Functions of \(H\) are treated only for polynomials, through the occupation sectors. The file establishes none of the following standard consequences: that the \(P_i\) are mutually orthogonal idempotents, that for real \(e,U\) and \(\hbar=1\) the Heisenberg evolution \(i\,du/dt=[u,H]\) has frequencies \(e\) and \(e+U\), that these are the possible poles of the atomic Green's function, and that the grand-canonical partition function on the four-dimensional Fock space, at inverse temperature \(\beta\) and with \(e\) measured from the chemical potential, is \(1+2\exp(-\beta e)+\exp(-\beta(2e+U))\).
